# Suitably chosen grid points, as many as the rank of the pair matrix, interpolate all products of real orbitals exactly

In a plane-wave calculation with exact exchange, I evaluate the orbitals on a real-space grid and multiply them pairwise. Two sets of real orbitals, $\phi_i$ and $\psi_j$, give a product $\phi_i(x)\psi_j(x)$ for every pair $(i,j)$, and the number of pairs grows much faster than the number of orbitals. All these products live on one finite grid, though, and many of them may be linearly dependent.

I collect them in a matrix $Z(x,(i,j))=\phi_i(x)\psi_j(x)$ of rank $r$. The claim I have in mind is that $r$ grid points $p_m$ suffice: there are functions $\zeta_m$, equal to one at their own point and zero at the other selected points, with $Z(x,\cdot)=\sum_m\zeta_m(x)\,Z(p_m,\cdot)$ everywhere on the grid. I also believe that each entry of $ZZ^{\mathsf T}$ is a product of two kernels, one for each orbital set. Is there a complete proof of both that a machine has checked, and what does the interpolation do to the exchange energy?

## Independent rows of the pair matrix supply the points

Yes, both claims hold, and for real orbitals on a finite grid the exchange energy becomes a double sum over the interpolation points.

Row $x$ of $Z$ lists the values of all pair products at the grid point $x$. The rows span a space of dimension $r$. From the rows themselves, choose a linearly independent family that spans this space. It has $r$ members, which sit at grid points $p_0,\dots,p_{r-1}$. These points are distinct, since a repeated row would make the family dependent.

Every row is a combination of the selected ones. Call the coefficients $\zeta_m(x)$:

$$\phi_i(x)\psi_j(x)=\sum_m \zeta_m(x)\,\phi_i(p_m)\psi_j(p_m)\qquad\text{for all } x,i,j .$$

The coefficients depend on the grid point but not on the orbital pair. Now put $x=p_l$. The left side is itself a selected row, so

$$\sum_m\bigl(\zeta_m(p_l)-\delta_{ml}\bigr)\,Z(p_m,\cdot)=0 .$$

Independence makes every bracket vanish, which gives $\zeta_m(p_l)=\delta_{ml}$.

Fewer points cannot do the same job. Suppose that $k$ points and $k$ functions interpolate exactly. Then $Z=CB$, where $C(x,m)=\zeta_m(x)$ has $k$ columns and $B(m,q)=Z(p_m,q)$, with $q=(i,j)$, has $k$ rows. Hence $r=\operatorname{rank}Z\le\operatorname{rank}C\le k$.

## The Gram matrix factorizes, and exchange follows

Define $P_\phi(x,y)=\sum_i\phi_i(x)\phi_i(y)$, and $P_\psi$ likewise. The sum over pairs splits into two independent sums:

$$(ZZ^{\mathsf T})(x,y)=\sum_{i,j}\phi_i(x)\psi_j(x)\phi_i(y)\psi_j(y)=P_\phi(x,y)\,P_\psi(x,y).$$

An entry of the Gram matrix can therefore be computed from two sums over single orbitals, without a sum over pairs.

For exchange, let the $\phi_i$ be the real, orthonormal occupied orbitals of one spin channel, take $\psi=\phi$ and write $P$ for $P_\phi$. With an interaction $V(x,y)$ that includes the quadrature weights of the grid, the exchange energy of this channel is

$$E=-\tfrac12\sum_{i,j}\sum_{x,y}\phi_i(x)\phi_j(x)\,V(x,y)\,\phi_i(y)\phi_j(y)=-\tfrac12\sum_{x,y}V(x,y)\,P(x,y)^2 .$$

Let $k$ points $p_m$ with functions $\zeta_m$ interpolate the products $\phi_i\phi_j$ exactly. Multiply the interpolation formula by $Z(y,q)$ and sum over $q$. By the factorization,

$$P(x,y)^2=\sum_m\zeta_m(x)\,P(p_m,y)^2 .$$

Since $P$ is symmetric, the same formula applies to the second argument, $P(p_m,y)^2=P(y,p_m)^2=\sum_l\zeta_l(y)\,P(p_l,p_m)^2$. Together,

$$P(x,y)^2=\sum_{m,l}\zeta_m(x)\,\zeta_l(y)\,P(p_m,p_l)^2 .$$

It is the square of $P$ that is interpolated here, not $P$ itself. Inserting this into the energy and exchanging the finite sums gives

$$E=-\tfrac12\sum_{m,l}P(p_m,p_l)^2\sum_{x,y}\zeta_m(x)\,V(x,y)\,\zeta_l(y).$$

In this finite-grid model with real orbitals, the interaction acts on $k$ functions $\zeta_l$ instead of on every orbital pair.

Here is the Lean file with the definitions, the statements and their proofs.

```lean
import Mathlib

open Finset

namespace InterpolativeExchange

noncomputable section

variable {X I J : Type*} [Fintype I] [Fintype J] {k : ℕ}

/-- The matrix of orbital pair products `φ_i(x) ψ_j(x)`: rows are grid points, columns are
orbital pairs. -/
def pairMatrix (φ : I → X → ℝ) (ψ : J → X → ℝ) : Matrix X (I × J) ℝ :=
  Matrix.of fun x q => φ q.1 x * ψ q.2 x

/-- The kernel `∑ i, φ_i(x) φ_i(y)` of a set of real orbitals. -/
def orbitalKernel (φ : I → X → ℝ) (x y : X) : ℝ := ∑ i, φ i x * φ i y

/-- The functions `ζ_m` reproduce every orbital pair product on the whole grid from its values
at the points `p m`. -/
def IsExactInterpolation (φ : I → X → ℝ) (ψ : J → X → ℝ)
    (p : Fin k → X) (ζ : Fin k → X → ℝ) : Prop :=
  ∀ x q, pairMatrix φ ψ x q = ∑ m, ζ m x * pairMatrix φ ψ (p m) q

/-- The exchange energy `-1/2 ∑ (ij|ij)` of real occupied orbitals of one spin channel, with
interaction kernel `V` on the grid (quadrature weights included in `V`). -/
def exchangeEnergy [Fintype X] (φ : I → X → ℝ) (V : X → X → ℝ) : ℝ :=
  -(1 / 2) * ∑ i, ∑ j, ∑ x, ∑ y, φ i x * φ j x * V x y * (φ i y * φ j y)

/-- The Gram matrix of the pair products factorizes, entry by entry, into the kernels of the
two orbital sets. -/
theorem pair_gram (φ : I → X → ℝ) (ψ : J → X → ℝ) (x y : X) :
    (pairMatrix φ ψ * (pairMatrix φ ψ).transpose) x y
      = orbitalKernel φ x y * orbitalKernel ψ x y := by
  simp only [Matrix.mul_apply, Matrix.transpose_apply, pairMatrix, Matrix.of_apply,
    orbitalKernel, Fintype.sum_prod_type, Finset.sum_mul_sum]
  exact sum_congr rfl fun i _ => sum_congr rfl fun j _ => by ring

/-- There are as many distinct grid points as the rank of the pair matrix, with functions `ζ_m`
that interpolate all pair products exactly and equal one at their own point and zero at the
others. -/
theorem exists_exact_interpolation [Fintype X] (φ : I → X → ℝ) (ψ : J → X → ℝ) :
    ∃ (p : Fin (pairMatrix φ ψ).rank → X) (ζ : Fin (pairMatrix φ ψ).rank → X → ℝ),
      Function.Injective p ∧ IsExactInterpolation φ ψ p ζ ∧
      ∀ m l, ζ m (p l) = if m = l then 1 else 0 := by
  let v : X → (I × J → ℝ) := fun x q => pairMatrix φ ψ x q
  have hrank : (pairMatrix φ ψ).rank
      = Module.finrank ℝ (Submodule.span ℝ (Set.range v)) :=
    Matrix.rank_eq_finrank_span_row _
  -- select linearly independent rows that span the row space
  obtain ⟨κ, a, ha, hspan, hli⟩ := exists_linearIndependent' (K := ℝ) (v := v)
  have : Finite κ := Finite.of_injective a ha
  let : Fintype κ := Fintype.ofFinite κ
  have hcard : Fintype.card κ = (pairMatrix φ ψ).rank := by
    rw [hrank, ← hspan]
    exact (finrank_span_eq_card hli).symm
  let e := Fintype.equivFinOfCardEq hcard
  have hli' := hli.comp e.symm e.symm.injective
  -- expand every row in the selected ones
  have hex : ∀ x, ∃ c : Fin (pairMatrix φ ψ).rank → ℝ,
      ∑ m, c m • v (a (e.symm m)) = v x := by
    intro x
    have hx : v x ∈ Submodule.span ℝ (Set.range (v ∘ a)) := by
      rw [hspan]
      exact Submodule.subset_span ⟨x, rfl⟩
    obtain ⟨c, hc⟩ := (Submodule.mem_span_range_iff_exists_fun ℝ).1 hx
    exact ⟨fun m => c (e.symm m),
      (Equiv.sum_comp e.symm (fun i => c i • v (a i))).trans hc⟩
  choose c hc using hex
  refine ⟨fun m => a (e.symm m), fun m x => c x m, ha.comp e.symm.injective, ?_, ?_⟩
  · intro x q
    have h := congrFun (hc x) q
    simp only [Finset.sum_apply, Pi.smul_apply, smul_eq_mul] at h
    exact h.symm
  · -- independence leaves only the trivial expansion of a selected row
    intro m l
    have h := Fintype.linearIndependent_iff.1 hli'
      (fun n => c (a (e.symm l)) n - if n = l then 1 else 0) (by
        simp only [Function.comp_apply, sub_smul, Finset.sum_sub_distrib, ite_smul, one_smul,
          zero_smul, Finset.sum_ite_eq', Finset.mem_univ, if_true]
        exact sub_eq_zero.2 (hc _)) m
    exact sub_eq_zero.1 h

/-- An exact interpolation of the pair products needs at least as many points as the rank of
the pair matrix. -/
theorem rank_le_of_exact {φ : I → X → ℝ} {ψ : J → X → ℝ} {p : Fin k → X}
    {ζ : Fin k → X → ℝ} (h : IsExactInterpolation φ ψ p ζ) :
    (pairMatrix φ ψ).rank ≤ k := by
  have hZ : pairMatrix φ ψ = (Matrix.of fun x m => ζ m x : Matrix X (Fin k) ℝ) *
      (Matrix.of fun m q => pairMatrix φ ψ (p m) q : Matrix (Fin k) (I × J) ℝ) := by
    ext x q
    simpa only [Matrix.mul_apply, Matrix.of_apply] using h x q
  rw [hZ]
  refine (Matrix.rank_mul_le_left _ _).trans ?_
  simpa using Matrix.rank_le_card_width (Matrix.of fun x m => ζ m x : Matrix X (Fin k) ℝ)

/-- An exact interpolation of the pair products also interpolates the product of the two
orbital kernels in its first argument. -/
theorem kernel_interpolation {φ : I → X → ℝ} {ψ : J → X → ℝ} {p : Fin k → X}
    {ζ : Fin k → X → ℝ} (h : IsExactInterpolation φ ψ p ζ) (x y : X) :
    orbitalKernel φ x y * orbitalKernel ψ x y
      = ∑ m, ζ m x * (orbitalKernel φ (p m) y * orbitalKernel ψ (p m) y) := by
  simp only [← pair_gram, Matrix.mul_apply, Matrix.transpose_apply, Finset.mul_sum]
  rw [Finset.sum_comm]
  refine sum_congr rfl fun q _ => ?_
  rw [h x q, Finset.sum_mul]
  exact sum_congr rfl fun m _ => by ring


/-- Two pairs of finite summations may be exchanged. -/
private theorem sum_swap {A B C D : Type*} [Fintype A] [Fintype B] [Fintype C] [Fintype D]
    (F : A → B → C → D → ℝ) :
    ∑ a, ∑ b, ∑ c, ∑ d, F a b c d = ∑ c, ∑ d, ∑ a, ∑ b, F a b c d := by
  calc _ = ∑ a, ∑ c, ∑ b, ∑ d, F a b c d := sum_congr rfl fun a _ => Finset.sum_comm
    _ = ∑ c, ∑ a, ∑ b, ∑ d, F a b c d := Finset.sum_comm
    _ = ∑ c, ∑ a, ∑ d, ∑ b, F a b c d :=
      sum_congr rfl fun c _ => sum_congr rfl fun a _ => Finset.sum_comm
    _ = _ := sum_congr rfl fun c _ => Finset.sum_comm

/-- With an exact interpolation of the occupied pair products, the exchange energy is a double
sum over interpolation points of the squared orbital kernel times the interaction between
`ζ_m` and `ζ_l`. -/
theorem exchangeEnergy_eq [Fintype X] {φ : I → X → ℝ} {p : Fin k → X} {ζ : Fin k → X → ℝ}
    (h : IsExactInterpolation φ φ p ζ) (V : X → X → ℝ) :
    exchangeEnergy φ V = -(1 / 2) * ∑ m, ∑ l, orbitalKernel φ (p m) (p l) ^ 2 *
      ∑ x, ∑ y, ζ m x * V x y * ζ l y := by
  have hsymm : ∀ x y, orbitalKernel φ x y = orbitalKernel φ y x := fun x y =>
    sum_congr rfl fun i _ => mul_comm _ _
  -- interpolate the squared kernel in both arguments
  have hD : ∀ x y, orbitalKernel φ x y * orbitalKernel φ x y
      = ∑ m, ∑ l, ζ m x * ζ l y * orbitalKernel φ (p m) (p l) ^ 2 := by
    intro x y
    rw [kernel_interpolation h x y]
    refine sum_congr rfl fun m _ => ?_
    rw [hsymm (p m) y, kernel_interpolation h y (p m), Finset.mul_sum]
    refine sum_congr rfl fun l _ => ?_
    rw [hsymm (p l) (p m)]
    ring
  unfold exchangeEnergy
  congr 1
  calc _ = ∑ x, ∑ y, ∑ i, ∑ j, φ i x * φ j x * V x y * (φ i y * φ j y) := sum_swap _
    _ = ∑ x, ∑ y, ∑ m, ∑ l,
        V x y * (ζ m x * ζ l y * orbitalKernel φ (p m) (p l) ^ 2) := by
      refine sum_congr rfl fun x _ => sum_congr rfl fun y _ => ?_
      have e : ∑ m, ∑ l, V x y * (ζ m x * ζ l y * orbitalKernel φ (p m) (p l) ^ 2)
          = V x y * (orbitalKernel φ x y * orbitalKernel φ x y) := by
        rw [hD x y, Finset.mul_sum]
        exact sum_congr rfl fun m _ => by rw [Finset.mul_sum]
      rw [e]
      unfold orbitalKernel
      rw [Finset.sum_mul_sum, Finset.mul_sum]
      refine sum_congr rfl fun i _ => ?_
      rw [Finset.mul_sum]
      exact sum_congr rfl fun j _ => by ring
    _ = ∑ m, ∑ l, ∑ x, ∑ y,
        V x y * (ζ m x * ζ l y * orbitalKernel φ (p m) (p l) ^ 2) := sum_swap _
    _ = _ := by
      refine sum_congr rfl fun m _ => sum_congr rfl fun l _ => ?_
      simp only [Finset.mul_sum]
      exact sum_congr rfl fun x _ => sum_congr rfl fun y _ => by ring

end

end InterpolativeExchange
```

```lean
#print axioms InterpolativeExchange.exists_exact_interpolation
#print axioms InterpolativeExchange.rank_le_of_exact
#print axioms InterpolativeExchange.exchangeEnergy_eq
```

```
'InterpolativeExchange.exists_exact_interpolation' depends on axioms: [propext, Classical.choice, Quot.sound]
'InterpolativeExchange.rank_le_of_exact' depends on axioms: [propext, Classical.choice, Quot.sound]
'InterpolativeExchange.exchangeEnergy_eq' depends on axioms: [propext, Classical.choice, Quot.sound]
```

## What the Lean statements say about orbitals and grids

The type `X` is the set of grid points, and `I` and `J` label the two orbital sets. An orbital set is a function `φ : I → X → ℝ`, so `φ i x` is the value of orbital $i$ at point $x$. Orthonormality is not assumed. `pairMatrix φ ψ` is $Z$, with columns labelled by `I × J`, and `orbitalKernel φ` is $P_\phi$. When the orbitals are the occupied ones of a spin channel, orthonormal and each occupied once, this kernel is their one-particle density matrix on the grid.

`IsExactInterpolation φ ψ p ζ` says that the interpolation formula holds at every grid point and for every orbital pair. It requires neither distinct points nor the delta property.

- `exists_exact_interpolation` supplies points `p` and functions `ζ`, both indexed by `Fin (pairMatrix φ ψ).rank`, which runs from $0$ to $r-1$. The points are distinct (`Function.Injective p`), the interpolation is exact, and $\zeta_m(p_l)=\delta_{ml}$. If all pair products vanish, then $r=0$ and no points are needed.
- `rank_le_of_exact` says that any exact interpolation with `k` points has $r\le k$.
- `pair_gram` is the factorization of $ZZ^{\mathsf T}$, entry by entry.
- `exchangeEnergy_eq` is the double sum over interpolation points. It assumes an exact interpolation of the products $\phi_i\phi_j$, with any number `k` of points. The existence theorem with `ψ` set to `φ` provides one with $k=r$.

The definition `exchangeEnergy` fixes the convention: real occupied orbitals of one spin channel, each occupied once, with the prefactor $-\tfrac12$. The function `V` stands for the electron-electron interaction, bare or screened, with the quadrature weights of both grid sums absorbed into it. The theorem holds for any real `V`, symmetric or not, so nothing specific to the Coulomb interaction enters.

Several matters are left open. Complex orbitals, as they occur at general Bloch wave vectors, are not treated. The existence theorem gives no procedure for finding good points and no bound on the size of the $\zeta_m$, which matters for numerical stability. For two different orbital sets the rank may also be as large as the matrix dimensions allow. For $\psi=\phi$ with $N$ orbitals it is at most $N(N+1)/2$, because the pairs $(i,j)$ and $(j,i)$ give the same column. Any saving beyond that depends on the orbitals and the grid. Interpolative separable density fitting seeks the same form of expansion, usually with a truncated set of points and a tolerated error; the theorems here concern the exact case and give no estimate of a truncation error.

## From row selection to the energy formula in Lean

In `exists_exact_interpolation`, the function `v` sends a grid point to its row. The step `hrank` identifies the rank with the dimension of the span of the rows. Mathlib's `exists_linearIndependent'` then makes the selection: it returns an index type `κ` and an injective map `a` from `κ` to the grid, such that the rows at the points `a` are independent and have the same span as all rows. The count `hcard` shows that `κ` has $r$ elements, and `e` renumbers them by `Fin r`.

The step `hex` is the expansion of an arbitrary row. Each row lies in the span of the selected ones, and membership in the span of a finite family yields coefficients. The tactic `choose` collects these coefficients into a function `c`, and $\zeta_m(x)$ is `c x m`. Reading the vector identity one component at a time gives exact interpolation. For the delta property, `Fintype.linearIndependent_iff` is applied to the coefficients $\zeta_n(p_l)-\delta_{nl}$. Their combination of selected rows is zero, because the expansion of row $p_l$ equals that row, and so each coefficient is zero.

`rank_le_of_exact` writes $Z$ as the product $CB$ in `hZ`. It then uses two facts about rank: that of a product is at most that of its left factor, and that of a matrix is at most its number of columns.

`pair_gram` expands the matrix product, splits the sum over `I × J` into a double sum, and compares the terms with `ring`. `kernel_interpolation` uses it backwards. It turns the product of kernels into an entry of $ZZ^{\mathsf T}$, exchanges the sums over $m$ and $q$, and applies the interpolation hypothesis to each $Z(x,q)$. This is the step of multiplying by $Z(y,q)$ and summing, for two orbital sets that may differ.

In `exchangeEnergy_eq`, the step `hsymm` is the symmetry of $P$, and `hD` is the interpolation of $P(x,y)^2$ in both arguments, obtained by using `kernel_interpolation` twice. The `calc` block then follows the derivation above. The auxiliary lemma `sum_swap` moves the grid sums outside the orbital sums. The orbital sums at fixed $x$ and $y$ are recognized as $V(x,y)P(x,y)^2$ and replaced by means of `hD`. A second use of `sum_swap` brings the sums over $m$ and $l$ to the front, and the factor $P(p_m,p_l)^2$, which does not depend on $x$ or $y$, is taken out of the grid sums.
